# Peskin's Four-Point Kernel: Grid Weights Sum to 1 and Their Squares to 3/8 at Every Marker Position

The grid in this note is the whole of $\mathbb Z$, with the grid spacing as the unit of length, and a marker may sit at any real position $t$. Its weights are summed over all grid points, not over a stencil chosen in advance. That at most four points contribute is therefore something to prove, and no boundary interferes with the sums.

## Two sums independent of the marker position

Peskin's kernel $\varphi$ is a function of the signed distance $x$ between marker and grid point:

$$
\varphi(x)=\begin{cases}
\tfrac18\left(3-2|x|+\sqrt{1+4|x|-4x^2}\right), & |x|\le 1,\\
\tfrac18\left(5-2|x|-\sqrt{-7+12|x|-4x^2}\right), & 1<|x|\le 2,\\
0, & |x|>2.
\end{cases}
$$

For every real $t$,

$$
\sum_{j\in\mathbb Z}\varphi(t-j)=1,\qquad \sum_{j\in\mathbb Z}\varphi(t-j)^2=\frac38 .
$$

For a grid of spacing $h$ and a marker at $X$, put $t=X/h$. With the scaled kernel $\delta_h(x)=\varphi(x/h)/h$, the sums weighted by $h$ are $1$ and $3/(8h)$.

## Force spreading, interpolation and self-coupling

An immersed-boundary code spreads marker forces to the grid and interpolates grid velocities back to the markers, with the same weights. The first sum makes the total spread force equal to the marker force. The second fixes the factor that a marker gets back when its own force is spread and at once interpolated, so this factor doesn't change as the marker moves through a cell.

In real-space electronic structure codes, a spurious dependence of the energy on position relative to the grid is called the egg-box effect. The square sum removes it for one model term only, a local quadratic self-energy of a one-dimensional density with the shape of $\varphi$ and its width of four grid spacings.

## Four weights with one square root

Let $n=\lfloor t\rfloor$ and $r=t-n$, so that $0\le r<1$. The points $j=n-1,\,n,\,n+1,\,n+2$ have signed distances $r+1,\,r,\,r-1,\,r-2$. Any $j\le n-2$ has $t-j\ge 2$, and any $j\ge n+3$ has $t-j<-2$. At distance exactly 2 the outer branch gives $\tfrac18(5-4-1)=0$, so all other weights vanish.

Write $S=\sqrt{1+4r-4r^2}$. Replacing $|x|$ by $1-r$ in the inner root, or by $r+1$ or $2-r$ in the outer root, gives $S$ again. Hence

$$
\begin{aligned}
\varphi(r+1)&=\tfrac18(3-2r-S), & \varphi(r)&=\tfrac18(3-2r+S),\\
\varphi(r-1)&=\tfrac18(1+2r+S), & \varphi(r-2)&=\tfrac18(1+2r-S).
\end{aligned}
$$

At $r=0$ the first distance is exactly 1, where both branches give $1/4$.

In the sum of the four weights the roots cancel, leaving $\tfrac18[2(3-2r)+2(1+2r)]=1$. In the sum of squares the terms linear in $S$ cancel:

$$
\frac{2(3-2r)^2+2(1+2r)^2+4S^2}{64}
=\frac{20-16r+16r^2+4+16r-16r^2}{64}=\frac38 .
$$

The same weights give three further results.

**Sublattices.** $\varphi(r+1)+\varphi(r-1)=\tfrac12$ and $\varphi(r)+\varphi(r-2)=\tfrac12$. Even and odd grid points carry equal weight, so an alternating field $(-1)^j$ interpolates to zero.

**Linear fields.** The first moment about the marker is

$$
r\cdot 1+\varphi(r+1)-\varphi(r-1)-2\varphi(r-2)=r-r=0 ,
$$

hence $\sum_j j\,\varphi(t-j)=t$, and a field $a+bj$ interpolates to $a+bt$.

**Two markers.** From $pq\le\tfrac12(p^2+q^2)$ at each grid point, the overlap $\sum_j\varphi(t-j)\varphi(s-j)$ is at most $3/8$ for markers at $s$ and $t$.

There is also a converse. Let $a,b,c,d$ be weights at distances $r+1,r,r-1,r-2$, with $a+c=b+d=\tfrac12$ and zero first moment. These conditions give $a+b=(3-2r)/4$ and leave $b-a$ free. If the squares sum to $3/8$, then

$$
(b-a)^2=(a+b)-(a+b)^2-\tfrac18=\frac{1+4r-4r^2}{16}.
$$

Requiring $a\le b$ selects $4(b-a)=S$, and the weights are Peskin's. Physically, the balance condition hides the marker from the alternating mode, the zero moment puts the centre of the spread force at the marker, and the ordering gives the nearer left point at least the weight of the farther one. The constant $3/8$ is the self-coupling of a marker on a grid point, where the weights are $\tfrac14,\tfrac12,\tfrac14,0$.

## Lean definitions, theorems and proofs

```lean
import Mathlib

namespace PeskinKernel

noncomputable section

/-- Peskin's four-point kernel, as a function of the signed distance `r` in units of the
grid spacing. -/
def peskin (r : ℝ) : ℝ :=
  if |r| ≤ 1 then (3 - 2 * |r| + Real.sqrt (1 + 4 * |r| - 4 * |r| ^ 2)) / 8
  else if |r| ≤ 2 then (5 - 2 * |r| - Real.sqrt (-7 + 12 * |r| - 4 * |r| ^ 2)) / 8
  else 0

/-- The outer branch of the kernel holds on the closed range of distances from 1 to 2. -/
theorem peskin_outer {x : ℝ} (h1 : 1 ≤ |x|) (h2 : |x| ≤ 2) :
    peskin x = (5 - 2 * |x| - Real.sqrt (-7 + 12 * |x| - 4 * |x| ^ 2)) / 8 := by
  unfold peskin
  rcases h1.eq_or_lt with h | h
  · rw [← h]
    norm_num
  · rw [if_neg (not_le_of_gt h), if_pos h2]

/-- The kernel vanishes at distances of two grid spacings or more. -/
theorem peskin_eq_zero {x : ℝ} (h : 2 ≤ |x|) : peskin x = 0 := by
  rcases h.eq_or_lt with h' | h'
  · rw [peskin_outer (by linarith) (by linarith), ← h']
    norm_num
  · unfold peskin
    rw [if_neg (by linarith), if_neg (by linarith)]

/-- The weights of the four grid points around a marker at offset `r` in a cell, written with
one common square root. -/
theorem stencil_weights {r : ℝ} (h0 : 0 ≤ r) (h1 : r ≤ 1) :
    peskin (r + 1) = (3 - 2 * r - Real.sqrt (1 + 4 * r - 4 * r ^ 2)) / 8 ∧
    peskin r = (3 - 2 * r + Real.sqrt (1 + 4 * r - 4 * r ^ 2)) / 8 ∧
    peskin (r - 1) = (1 + 2 * r + Real.sqrt (1 + 4 * r - 4 * r ^ 2)) / 8 ∧
    peskin (r - 2) = (1 + 2 * r - Real.sqrt (1 + 4 * r - 4 * r ^ 2)) / 8 := by
  have e1 : |r + 1| = r + 1 := abs_of_nonneg (by linarith)
  have e2 : |r| = r := abs_of_nonneg h0
  have e3 : |r - 1| = 1 - r := by rw [abs_of_nonpos (by linarith)]; ring
  have e4 : |r - 2| = 2 - r := by rw [abs_of_nonpos (by linarith)]; ring
  refine ⟨?_, ?_, ?_, ?_⟩
  · rw [peskin_outer (by rw [e1]; linarith) (by rw [e1]; linarith), e1,
      show -7 + 12 * (r + 1) - 4 * (r + 1) ^ 2 = 1 + 4 * r - 4 * r ^ 2 by ring]
    ring
  · unfold peskin
    rw [e2, if_pos h1]
  · unfold peskin
    rw [e3, if_pos (by linarith),
      show 1 + 4 * (1 - r) - 4 * (1 - r) ^ 2 = 1 + 4 * r - 4 * r ^ 2 by ring]
    ring
  · rw [peskin_outer (by rw [e4]; linarith) (by rw [e4]; linarith), e4,
      show -7 + 12 * (2 - r) - 4 * (2 - r) ^ 2 = 1 + 4 * r - 4 * r ^ 2 by ring]
    ring

/-- The grid sum of a function that vanishes at two spacings or more has four terms, fixed by the
offset of the marker in its cell. -/
theorem hasSum_grid (g : ℝ → ℝ) (hg : ∀ x, 2 ≤ |x| → g x = 0) (t : ℝ) :
    HasSum (fun j : ℤ => g (t - j))
      (g (Int.fract t + 1) + g (Int.fract t) + g (Int.fract t - 1) + g (Int.fract t - 2)) := by
  have ht : Int.fract t = t - ⌊t⌋ := (Int.self_sub_floor t).symm
  have h0 := Int.fract_nonneg t
  have h1 := Int.fract_lt_one t
  have key : HasSum (fun j : ℤ => g (t - j))
      (∑ j ∈ ({⌊t⌋ - 1, ⌊t⌋, ⌊t⌋ + 1, ⌊t⌋ + 2} : Finset ℤ), g (t - j)) := by
    apply hasSum_sum_of_ne_finset_zero
    intro j hj
    simp only [Finset.mem_insert, Finset.mem_singleton, not_or] at hj
    apply hg
    -- every other grid point is at least two spacings away
    have hfar : j ≤ ⌊t⌋ - 2 ∨ ⌊t⌋ + 3 ≤ j := by omega
    rcases hfar with h | h
    · have h' : (j : ℝ) ≤ ⌊t⌋ - 2 := by exact_mod_cast h
      exact le_trans (by linarith) (le_abs_self _)
    · have h' : (⌊t⌋ : ℝ) + 3 ≤ j := by exact_mod_cast h
      exact le_trans (by linarith) (neg_le_abs _)
  convert key using 1
  rw [Finset.sum_insert, Finset.sum_insert, Finset.sum_insert, Finset.sum_singleton]
  · push_cast
    rw [ht, show t - ((⌊t⌋ : ℝ) - 1) = t - ⌊t⌋ + 1 by ring,
      show t - ((⌊t⌋ : ℝ) + 1) = t - ⌊t⌋ - 1 by ring,
      show t - ((⌊t⌋ : ℝ) + 2) = t - ⌊t⌋ - 2 by ring]
    ring
  all_goals (simp only [Finset.mem_insert, Finset.mem_singleton]; omega)

/-- For every marker position `t`, the kernel weights on the grid sum to 1 and their squares
sum to 3/8. -/
theorem peskin_sum_and_sum_sq (t : ℝ) :
    HasSum (fun j : ℤ => peskin (t - j)) 1 ∧
    HasSum (fun j : ℤ => peskin (t - j) ^ 2) (3 / 8) := by
  have h0 := Int.fract_nonneg t
  have h1 := (Int.fract_lt_one t).le
  obtain ⟨v1, v2, v3, v4⟩ := stencil_weights h0 h1
  constructor
  · convert hasSum_grid peskin (fun x hx => peskin_eq_zero hx) t using 1
    rw [v1, v2, v3, v4]
    ring
  · -- the terms linear in the root cancel, and its square is a polynomial
    have hs := Real.sq_sqrt (show 0 ≤ 1 + 4 * Int.fract t - 4 * Int.fract t ^ 2 by
      nlinarith [mul_nonneg h0 (sub_nonneg.2 h1)])
    convert hasSum_grid (fun x => peskin x ^ 2)
      (fun x hx => by simp [peskin_eq_zero hx]) t using 1
    simp only [v1, v2, v3, v4]
    linear_combination (-(1 / 16)) * hs

/-- Every second grid point together carries weight 1/2, wherever the marker sits. -/
theorem peskin_sublattice_sum (t : ℝ) :
    HasSum (fun j : ℤ => peskin (t - 2 * j)) (1 / 2) := by
  have hl := Int.floor_le (t / 2)
  have hu := Int.lt_floor_add_one (t / 2)
  generalize ⌊t / 2⌋ = n at hl hu
  have key : HasSum (fun j : ℤ => peskin (t - 2 * j))
      (∑ j ∈ ({n, n + 1} : Finset ℤ), peskin (t - 2 * j)) := by
    apply hasSum_sum_of_ne_finset_zero
    intro j hj
    simp only [Finset.mem_insert, Finset.mem_singleton, not_or] at hj
    apply peskin_eq_zero
    have hfar : j ≤ n - 1 ∨ n + 2 ≤ j := by omega
    rcases hfar with h | h
    · have h' : (j : ℝ) ≤ n - 1 := by exact_mod_cast h
      exact le_trans (by linarith) (le_abs_self _)
    · have h' : (n : ℝ) + 2 ≤ j := by exact_mod_cast h
      exact le_trans (by linarith) (neg_le_abs _)
  convert key using 1
  rw [Finset.sum_pair (by omega)]
  push_cast
  rcases le_total (t - 2 * n) 1 with h | h
  · obtain ⟨-, v2, -, v4⟩ := stencil_weights (r := t - 2 * n) (by linarith) h
    rw [show t - 2 * ((n : ℝ) + 1) = t - 2 * n - 2 by ring, v2, v4]
    ring
  · obtain ⟨v1, -, v3, -⟩ :=
      stencil_weights (r := t - 2 * n - 1) (by linarith) (by linarith)
    rw [show t - 2 * ((n : ℝ) + 1) = t - 2 * n - 1 - 1 by ring, v3,
      show t - 2 * (n : ℝ) = t - 2 * n - 1 + 1 by ring, v1]
    ring_nf

/-- Interpolation with the kernel reproduces a linear field exactly at every marker position. -/
theorem peskin_interpolates_linear (a b t : ℝ) :
    HasSum (fun j : ℤ => (a + b * j) * peskin (t - j)) (a + b * t) := by
  obtain ⟨v1, v2, v3, v4⟩ := stencil_weights (Int.fract_nonneg t) (Int.fract_lt_one t).le
  have key := hasSum_grid (fun x => (a + b * t - b * x) * peskin x)
    (fun x hx => by simp [peskin_eq_zero hx]) t
  convert key using 1
  · funext j
    show _ = (a + b * t - b * (t - j)) * peskin (t - j)
    ring
  · simp only [v1, v2, v3, v4]
    ring

/-- The overlap on the grid of the kernel weights of two markers is at most 3/8. -/
theorem peskin_overlap_le (s t : ℝ) :
    Summable (fun j : ℤ => peskin (t - j) * peskin (s - j)) ∧
    ∑' j : ℤ, peskin (t - j) * peskin (s - j) ≤ 3 / 8 := by
  have e : ∀ j : ℤ, t - (j : ℝ) + (s - t) = s - j := fun j => by ring
  have k := (hasSum_grid (fun x => peskin x * peskin (x + (s - t)))
    (fun x hx => by simp [peskin_eq_zero hx]) t).summable
  simp only [e] at k
  refine ⟨k, (hasSum_le (fun j => ?_) k.hasSum
    (((peskin_sum_and_sum_sq t).2.add (peskin_sum_and_sum_sq s).2).mul_left (1 / 2))).trans
    (by norm_num)⟩
  show peskin (t - j) * peskin (s - j) ≤ 1 / 2 * (peskin (t - j) ^ 2 + peskin (s - j) ^ 2)
  nlinarith [sq_nonneg (peskin (t - j) - peskin (s - j))]

/-- Four weights with sum 1/2 on each sublattice, zero first moment about the marker, square sum 3/8
and `a ≤ b` are the values of Peskin's kernel. -/
theorem peskin_unique {r a b c d : ℝ} (h0 : 0 ≤ r) (h1 : r ≤ 1)
    (hac : a + c = 1 / 2) (hbd : b + d = 1 / 2)
    (hm : (r + 1) * a + r * b + (r - 1) * c + (r - 2) * d = 0)
    (hsq : a ^ 2 + b ^ 2 + c ^ 2 + d ^ 2 = 3 / 8) (hab : a ≤ b) :
    a = peskin (r + 1) ∧ b = peskin r ∧ c = peskin (r - 1) ∧ d = peskin (r - 2) := by
  obtain ⟨v1, v2, v3, v4⟩ := stencil_weights h0 h1
  have hc : c = 1 / 2 - a := by linarith
  have hd : d = 1 / 2 - b := by linarith
  have hr : r = 3 / 2 - 2 * a - 2 * b := by
    linear_combination hm + (1 - r) * hac + (2 - r) * hbd
  -- the square sum and `a ≤ b` fix the one remaining unknown, `b - a`
  have hs : Real.sqrt (1 + 4 * r - 4 * r ^ 2) = 4 * (b - a) := by
    have e : 1 + 4 * r - 4 * r ^ 2 = (4 * (b - a)) ^ 2 := by
      rw [hc, hd] at hsq
      rw [hr]
      linear_combination (-16) * hsq
    rw [e, Real.sqrt_sq (by linarith)]
  rw [v1, v2, v3, v4, hs]
  refine ⟨?_, ?_, ?_, ?_⟩ <;> linarith

end

end PeskinKernel
```

```lean
#print axioms PeskinKernel.peskin_sum_and_sum_sq
-- 'PeskinKernel.peskin_sum_and_sum_sq' depends on axioms: [propext, Classical.choice, Quot.sound]
#print axioms PeskinKernel.peskin_interpolates_linear
-- 'PeskinKernel.peskin_interpolates_linear' depends on axioms: [propext, Classical.choice, Quot.sound]
#print axioms PeskinKernel.peskin_overlap_le
-- 'PeskinKernel.peskin_overlap_le' depends on axioms: [propext, Classical.choice, Quot.sound]
#print axioms PeskinKernel.peskin_unique
-- 'PeskinKernel.peskin_unique' depends on axioms: [propext, Classical.choice, Quot.sound]
```

In the file, `peskin` is $\varphi$, and it is even because it depends only on the absolute value of its argument. That argument is called `r` in the definition, where it means the signed distance and not the offset. The marker position `t` is an arbitrary real number, `j : ℤ` is a grid point, and `Int.fract t` is the offset $r$. `HasSum f s` says that the series of `f` converges to `s` whatever the order of its terms. The main theorem, `peskin_sum_and_sum_sq`, has no hypotheses on `t`.

The lemmas `peskin_outer` and `peskin_eq_zero` settle the branch points at distances 1 and 2. `stencil_weights` resolves the absolute values and uses `ring` to identify the arguments of the roots. `hasSum_grid` performs the reduction to four points for any function that vanishes at distance 2 or more, so it serves both $\varphi$ and $\varphi^2$. In the main theorem, `ring` closes the first sum. The second needs $S^2=1+4r-4r^2$, which `Real.sq_sqrt` supplies once the radicand is known to be nonnegative; `linear_combination` then does the cancellation.

`peskin_sublattice_sum` sums over the even points, and shifting `t` by one gives the odd ones. Its proof keeps the two even points around the marker and treats the two halves of that double cell separately. `peskin_interpolates_linear` rewrites $a+bj$ as $a+bt-b(t-j)$ and applies `hasSum_grid`. `peskin_overlap_le` includes convergence of the overlap sum and compares it term by term with half the sum of the two square sums. `peskin_unique` follows the converse above, with `hab` fixing the sign of the root.

## Boundaries, rounding and nonlocal energies

The theorems concern exact real arithmetic on an infinite, uniform, one-dimensional grid. A floating-point code satisfies the identities up to rounding. On a periodic grid with at least four points the four weights fall on distinct points and both sums carry over; near a wall, a truncated stencil generally loses weight.

The uniqueness theorem works at one offset at a time and assumes its conditions on the four weights, including the value $3/8$. It doesn't say that a good kernel must satisfy them.

A constant square sum also doesn't make every self-energy constant. The nearest-neighbour sum $\sum_j\varphi(t-j)\varphi(t-j-1)$, worked out by hand from the four weights, is $0.25$ at $t=0$ and about $0.245$ at $t=\tfrac12$. An energy that couples different grid points, such as an electrostatic one, can therefore still vary as the marker moves through a cell.
